# The degree-(2m+1) majority polynomial of a Hamiltonian with hopping range R has no matrix elements beyond distance (2m+1)R

Take non-interacting particles on finitely many orbitals, each with a position, and let the Hermitian matrix H be their one-particle Hamiltonian, with no elements between orbitals farther apart than R ≥ 0. The lemma says that the majority polynomial of H, a sum of products of k factors (1+H)/2 and 2m+1−k factors (1−H)/2 with binomial weights, k running from 0 to m, has no elements between orbitals farther apart than (2m+1)R. No bound on the spectrum of H is assumed. The proof shows that ranges add under matrix multiplication, that the constant function 1 gives a matrix of range 0, and that (1±H)/2 has range R. Each product in the sum then has range (2m+1)R, and so does the sum.

As first written in Lean, the proof fails:

```lean
import Mathlib

open Matrix

namespace MajorityHasRange

noncomputable section

variable {ι E : Type*} [Fintype ι] [DecidableEq ι] [PseudoMetricSpace E]
  {H : Matrix ι ι ℂ}

/-- The function `f(H)` of a Hermitian matrix: `f` is applied to the eigenvalues in an
orthonormal eigenbasis. -/
def spectralFun (hH : H.IsHermitian) (f : ℝ → ℝ) : Matrix ι ι ℂ :=
  (hH.eigenvectorUnitary : Matrix ι ι ℂ) * diagonal (fun k => (f (hH.eigenvalues k) : ℂ)) *
    star (hH.eigenvectorUnitary : Matrix ι ι ℂ)

/-- With orbital `i` at position `r i`, the matrix `A` has no elements between orbitals
farther apart than `R`. -/
def HasRange (r : ι → E) (R : ℝ) (A : Matrix ι ι ℂ) : Prop :=
  ∀ i j, R < dist (r i) (r j) → A i j = 0

/-- The majority polynomial: for `|x| ≤ 1`, the probability of at most `m` successes in `2m+1`
independent trials, each with success probability `(1+x)/2`. -/
def majority (m : ℕ) (x : ℝ) : ℝ :=
  ∑ k ∈ Finset.range (m + 1), ((2 * m + 1).choose k : ℝ) *
    (((1 + x) / 2) ^ k * ((1 - x) / 2) ^ (2 * m + 1 - k))

/-- Matrix elements of `f(H)` as a sum over eigenstates. -/
theorem spectralFun_apply (hH : H.IsHermitian) (f : ℝ → ℝ) (i j : ι) :
    spectralFun hH f i j = ∑ k, (hH.eigenvectorUnitary : Matrix ι ι ℂ) i k *
      (f (hH.eigenvalues k) : ℂ) * star ((hH.eigenvectorUnitary : Matrix ι ι ℂ) j k) := by
  rw [spectralFun, Matrix.mul_apply]
  simp only [Matrix.mul_diagonal, Matrix.star_apply]

/-- The identity function of `H` is `H` itself. -/
theorem spectralFun_id (hH : H.IsHermitian) : spectralFun hH (fun x => x) = H := by
  have h := hH.spectral_theorem
  rw [Unitary.conjStarAlgAut_apply] at h
  exact h.symm

/-- The pointwise product of two functions gives the matrix product. -/
theorem spectralFun_mul (hH : H.IsHermitian) (f h : ℝ → ℝ) :
    spectralFun hH (fun x => f x * h x) = spectralFun hH f * spectralFun hH h := by
  have hU := Matrix.mem_unitaryGroup_iff'.mp hH.eigenvectorUnitary.2
  simp only [spectralFun, Complex.ofReal_mul]
  rw [← Matrix.diagonal_mul_diagonal]
  generalize (hH.eigenvectorUnitary : Matrix ι ι ℂ) = U at hU ⊢
  simp only [mul_assoc]
  rw [← mul_assoc (star U) U, hU, one_mul]

/-- If `H` has hopping range `R ≥ 0`, its majority polynomial has range `(2m+1)R`. -/
theorem majority_hasRange (hH : H.IsHermitian) (r : ι → E) {R : ℝ} (hR : 0 ≤ R)
    (hr : HasRange r R H) (m : ℕ) :
    HasRange r ((2 * m + 1) * R) (spectralFun hH (majority m)) := by
  -- ranges add under multiplication
  have hmul : ∀ (f h : ℝ → ℝ) (a b : ℝ), HasRange r a (spectralFun hH f) →
      HasRange r b (spectralFun hH h) →
      HasRange r (a + b) (spectralFun hH (fun x => f x * h x)) := by
    intro f h a b hf hh i j hij
    rw [spectralFun_mul, Matrix.mul_apply]
    refine Finset.sum_eq_zero fun k _ => ?_
    by_cases hk : a < dist (r i) (r k)
    · rw [hf i k hk, zero_mul]
    · rw [hh k j (by linarith [dist_triangle (r i) (r k) (r j)]), mul_zero]
  have hone : HasRange r 0 (spectralFun hH (fun _ => 1)) := by
    intro i j hij
    have h1 : spectralFun hH (fun _ => 1) = 1 := by
      have hU := Matrix.mem_unitaryGroup_iff.mp hH.eigenvectorUnitary.2
      unfold spectralFun
      rw [Complex.ofReal_one, Matrix.diagonal_one, mul_one, hU]
    have hne : i ≠ j := by
      rintro rfl
      simp at hij
    rw [h1, Matrix.one_apply_ne hne]
  have hpow : ∀ (f : ℝ → ℝ), HasRange r R (spectralFun hH f) → ∀ k : ℕ,
      HasRange r (k * R) (spectralFun hH (fun x => f x ^ k)) := by
    intro f hf k
    induction k with
    | zero => simpa only [pow_zero, Nat.cast_zero, zero_mul] using hone
    | succ k ih =>
      have h1 := hmul _ _ _ _ ih hf
      simpa only [pow_succ, Nat.cast_succ, add_mul, one_mul] using h1
  have haff : ∀ s : ℝ, HasRange r R (spectralFun hH (fun x => (1 + s * x) / 2)) := by
    intro s i j hij
    have e : spectralFun hH (fun x => (1 + s * x) / 2) i j =
        (spectralFun hH (fun _ => 1) i j + s * spectralFun hH (fun x => x) i j) / 2 := by
      simp only [spectralFun_apply, Finset.mul_sum, ← Finset.sum_add_distrib, Finset.sum_div]
      refine Finset.sum_congr rfl fun k _ => ?_
      push_cast
      ring
    rw [e, hone i j (lt_of_le_of_lt hR hij), spectralFun_id, hr i j hij]
    simp
  have hp : HasRange r R (spectralFun hH (fun x => (1 + x) / 2)) := by
    simpa only [one_mul] using haff 1
  have hq : HasRange r R (spectralFun hH (fun x => (1 - x) / 2)) := by
    simpa only [neg_mul, one_mul, ← sub_eq_add_neg] using haff (-1)
  intro i j hij
  have e : spectralFun hH (majority m) i j = ∑ k ∈ Finset.range (m + 1),
      (((2 * m + 1).choose k : ℝ) : ℂ) * spectralFun hH
        (fun x => ((1 + x) / 2) ^ k * ((1 - x) / 2) ^ (2 * m + 1 - k)) i j := by
    simp only [spectralFun_apply, majority, Complex.ofReal_sum, Complex.ofReal_mul,
      Finset.mul_sum, Finset.sum_mul]
    rw [Finset.sum_comm]
    exact Finset.sum_congr rfl fun k _ => Finset.sum_congr rfl fun q _ => by ring
  rw [e]
  refine Finset.sum_eq_zero fun k hk => ?_
  have hk' : k ≤ 2 * m + 1 := by
    have := Finset.mem_range.mp hk
    omega
  have hc : (k : ℝ) * R + ((2 * m + 1 - k : ℕ) : ℝ) * R = (2 * m + 1) * R := by
    rw [Nat.cast_sub hk']
    push_cast
    ring
  have hz := hmul _ _ _ _ (hpow _ hp k) (hpow _ hq (2 * m + 1 - k)) i j (by rw [hc]; exact hij)
  exact mul_eq_zero_of_right _ hz

end

end MajorityHasRange
```

Messages:

```
Main.lean:71:10: error: Tactic `rewrite` failed: Did not find an occurrence of the pattern
  ↑1
in the target expression
  (↑hH.eigenvectorUnitary * diagonal fun k => ↑((fun x => 1) (hH.eigenvalues k))) * star ↑hH.eigenvectorUnitary = 1

ι : Type u_1
E : Type u_2
inst✝² : Fintype ι
inst✝¹ : DecidableEq ι
inst✝ : PseudoMetricSpace E
H : Matrix ι ι ℂ
hH : H.IsHermitian
r : ι → E
R : ℝ
hR : 0 ≤ R
hr : HasRange r R H
m : ℕ
hmul :
  ∀ (f h : ℝ → ℝ) (a b : ℝ),
    HasRange r a (spectralFun hH f) →
      HasRange r b (spectralFun hH h) → HasRange r (a + b) (spectralFun hH fun x => f x * h x)
i j : ι
hij : 0 < dist (r i) (r j)
hU : ↑hH.eigenvectorUnitary * star ↑hH.eigenvectorUnitary = 1
⊢ (↑hH.eigenvectorUnitary * diagonal fun k => ↑((fun x => 1) (hH.eigenvalues k))) * star ↑hH.eigenvectorUnitary = 1
```

Diagnosis. The error is in the step showing that the constant function 1, applied to H, gives the identity matrix. After `unfold spectralFun`, the diagonal entries read `↑((fun x => 1) (hH.eigenvalues k))`: the constant function is still applied to an eigenvalue, not yet reduced to 1. `rw [Complex.ofReal_one]` looks for `↑1` and does not find it. The two expressions are equal by definition, but the unreduced one contains `k`, which is bound by the `fun k` inside `diagonal`, and `rw` cannot rewrite a term containing such a variable.

The repair uses `simp only` with `spectralFun` and the same lemmas. `simp only` carries out the function application, so the entry becomes `↑1` and `Complex.ofReal_one` applies. `Matrix.diagonal_one` then turns the diagonal matrix into the identity, `mul_one` removes it, and `hU`, the unitarity of the eigenvector matrix, finishes the proof. Moving `hU` out of the proof of `h1` is mere tidying.

Fix (accepted with no message):

```diff
@@ -66,8 +66,7 @@
   have hone : HasRange r 0 (spectralFun hH (fun _ => 1)) := by
     intro i j hij
+    have hU := Matrix.mem_unitaryGroup_iff.mp hH.eigenvectorUnitary.2
     have h1 : spectralFun hH (fun _ => 1) = 1 := by
-      have hU := Matrix.mem_unitaryGroup_iff.mp hH.eigenvectorUnitary.2
-      unfold spectralFun
-      rw [Complex.ofReal_one, Matrix.diagonal_one, mul_one, hU]
+      simp only [spectralFun, Complex.ofReal_one, Matrix.diagonal_one, mul_one, hU]
     have hne : i ≠ j := by
       rintro rfl
```
